# For 0 < b < 1, the nonrelativistic Born K-shell angular law has a single maximum, tilted forward

## Speed, cosine and angular law

Let \(b\) be the speed of the photoelectron in units of the speed of light, and let \(c=\cos\theta\), where \(\theta\) is the angle between the incoming photon and the outgoing electron. The angular law, without its constant prefactor, is

\[
g(c)=\frac{1-c^2}{(1-bc)^4},\qquad -1\le c\le 1 .
\]

It is an intensity per unit solid angle, averaged over photon polarisation. Integrals run over \(c\); the azimuth would contribute a further factor \(2\pi\).

## Where the two factors come from

Set \(\hbar\) and the speed of light to 1. Let \(M\) be the electron mass, \(\mathbf p\) the final electron momentum, and \(\mathbf k\) the photon momentum, with \(|\mathbf k|=\omega\). With a plane wave for the outgoing electron, the amplitude is proportional to \(\boldsymbol\varepsilon\cdot\mathbf p\), where \(\boldsymbol\varepsilon\) is the polarisation, times the hydrogenic 1s momentum wavefunction \(1/(a^2+|\mathbf p-\mathbf k|^2)^2\), where \(1/a\) is the orbital radius. The plane wave neglects the pull of the nucleus on the outgoing electron, which requires \(|\mathbf p|\gg a\). Averaging \(|\boldsymbol\varepsilon\cdot\mathbf p|^2\) over polarisation gives a constant times \(1-c^2\). Energy conservation, \(p^2+a^2=2M\omega\), gives

\[
a^2+|\mathbf p-\mathbf k|^2=2M\omega+\omega^2-2\omega pc\approx 2M\omega(1-bc)
\]

for \(\omega\ll 2M\), where \(p=|\mathbf p|=Mb\) in the nonrelativistic approximation. Squaring the amplitude produces the fourth power.

The relativistic Born formula has a further angle-dependent factor, so for fast electrons \(g\) is only part of the physical distribution. The theorems concern the function \(g\) itself; they do not derive it from QED.

## The statement

For \(0<b<1\), put

\[
m=\frac{\sqrt{1+8b^2}-1}{2b}.
\]

Then

\[
\int_{-1}^{1}g(c)\,dc=\frac{4}{3(1-b^2)^2},\qquad 0<m<1,
\]

and \(g(c)<g(m)\) for every \(c\in[-1,1]\) other than \(m\).

These are the three parts of `photoelectron_forward_tilt`. In Lean, \(g(c)\) is `angularLaw b c` and \(m\) is `tiltCosine b`, both real-valued functions. `Icc (-1 : ℝ) 1` is the closed range of cosines, and `Ioo (0 : ℝ) 1` is the open interval of forward directions off the axis. The strict inequality makes the maximum both global and unique. The integral formula is also proved separately for all \(|b|<1\).

Within this unscreened, one-parameter model, the shift of the maximum away from \(90^\circ\) measures the departure from the dipole pattern \(1-c^2\), and the integral supplies the normalisation for a simulation that samples emission angles from \(g\).

## The integral by aberration

Change variable to the aberrated cosine \(u=(c-b)/(1-bc)\). Then

\[
\frac{du}{dc}=\frac{(1-bc)+b(c-b)}{(1-bc)^2}=\frac{1-b^2}{(1-bc)^2},
\]

\[
1-u^2=\frac{(1-bc)^2-(c-b)^2}{(1-bc)^2}=\frac{(1-b^2)(1-c^2)}{(1-bc)^2}.
\]

Multiplying gives \((1-u^2)\,du/dc=(1-b^2)^2g(c)\). The endpoints \(c=\pm1\) go to \(u=\pm1\), so

\[
\int_{-1}^1 g\,dc=\frac1{(1-b^2)^2}\left[u-\frac{u^3}{3}\right]_{-1}^{1}=\frac{4}{3(1-b^2)^2}.
\]

## The maximum by elimination of the speed

Differentiation gives

\[
g'(c)=\frac{-2c(1-bc)+4b(1-c^2)}{(1-bc)^5}=\frac{2\,[\,b(2-c^2)-c\,]}{(1-bc)^5}.
\]

The stationarity equation \(b(2-c^2)=c\) is quadratic, and \(m\) is its positive root. If \(m\ge1\), then \(m=b(2-m^2)\le b<1\), a contradiction; hence \(0<m<1\).

To compare \(m\) with any other \(c\), write \(s=1-m^2>0\) and \(d=m-c\neq0\). Stationarity gives

\[
(2-m^2)(1-bm)=2s,\qquad (2-m^2)(1-bc)=2s+md,
\]

and \(1-c^2=s+2md-d^2\). After clearing positive denominators and multiplying by \((2-m^2)^4\), the claim \(g(c)<g(m)\) becomes

\[
(s+2md-d^2)(2s)^4<s(2s+md)^4 .
\]

Expanding the fourth power, the right side minus the left side is

\[
s\,d^2\left[16s^3+m^2\big((md+4s)^2+8s^2\big)\right]>0 .
\]

## A maximum at exactly 60 degrees

Take \(b=2/7\). Then \(\sqrt{1+8b^2}=9/7\), so \(m=(2/7)/(4/7)=1/2\) and \(\theta=60^\circ\). The peak value is \(g(1/2)=\tfrac34(7/6)^4\approx1.389\), compared with \(g(0)=1\) at right angles and \(g(-1/2)=\tfrac34(7/8)^4\approx0.440\) in the mirrored direction. The integral is \(9604/6075\approx1.581\).

## The Lean file

```lean
import Mathlib

open Set

namespace PhotoelectronForwardTilt

noncomputable section

/-- The nonrelativistic Born K-shell angular law, without its constant prefactor, as a function of
the cosine `c` of the emission angle, for an electron of speed `b` in units of the speed of light.
-/
def angularLaw (b c : ℝ) : ℝ := (1 - c ^ 2) / (1 - b * c) ^ 4

/-- The aberrated cosine: the relativistic aberration map with speed `b` applied to `c`. -/
def aberratedCosine (b c : ℝ) : ℝ := (c - b) / (1 - b * c)

/-- The tilt cosine `(√(1 + 8 b²) - 1) / (2 b)`, as a function of the electron speed `b`. -/
def tiltCosine (b : ℝ) : ℝ := (√(1 + 8 * b ^ 2) - 1) / (2 * b)

/-- Below the speed of light the denominator `1 - b c` is positive in every direction. -/
theorem denominator_pos {b c : ℝ} (hb : |b| < 1) (hc : c ∈ Icc (-1 : ℝ) 1) :
    0 < 1 - b * c := by
  have h1 : |c| ≤ 1 := abs_le.mpr hc
  have h2 := mul_le_mul_of_nonneg_left h1 (abs_nonneg b)
  have h3 := le_abs_self (b * c)
  rw [abs_mul] at h3
  linarith

/-- The derivative of the aberrated cosine with respect to the cosine. -/
theorem hasDerivAt_aberratedCosine {b c : ℝ} (h : 1 - b * c ≠ 0) :
    HasDerivAt (aberratedCosine b) ((1 - b ^ 2) / (1 - b * c) ^ 2) c := by
  have h1 : HasDerivAt (fun x : ℝ => x - b) 1 c := (hasDerivAt_id' c).sub_const b
  have h2 : HasDerivAt (fun x : ℝ => 1 - b * x) (-b) c :=
    (((hasDerivAt_id' c).const_mul b).const_sub 1).congr_deriv (by ring)
  exact (h1.fun_div h2 h).congr_deriv (by ring)

/-- The dipole pattern in the aberrated cosine, times the Jacobian of the aberration map,
is the angular law times `(1 - b²)²`. -/
theorem dipole_mul_jacobian {b c : ℝ} (h : 1 - b * c ≠ 0) :
    (1 - aberratedCosine b c ^ 2) * ((1 - b ^ 2) / (1 - b * c) ^ 2)
      = (1 - b ^ 2) ^ 2 * angularLaw b c := by
  have hu : 1 - aberratedCosine b c ^ 2
      = (1 - b ^ 2) * (1 - c ^ 2) / (1 - b * c) ^ 2 := by
    rw [eq_div_iff (pow_ne_zero 2 h)]
    have h1 : aberratedCosine b c * (1 - b * c) = c - b := div_mul_cancel₀ _ h
    linear_combination (-(aberratedCosine b c * (1 - b * c)) - (c - b)) * h1
  rw [hu, angularLaw, div_mul_div_comm, ← pow_add, ← mul_div_assoc]
  congr 1
  ring

/-- The angular law integrated over the cosine from `-1` to `1`, for any speed below that
of light. -/
theorem integral_angularLaw {b : ℝ} (hb : |b| < 1) :
    ∫ c in (-1 : ℝ)..1, angularLaw b c = 4 / (3 * (1 - b ^ 2) ^ 2) := by
  have hpos : ∀ c ∈ uIcc (-1 : ℝ) 1, 0 < 1 - b * c := by
    intro c hc
    rw [uIcc_of_le (by norm_num)] at hc
    exact denominator_pos hb hc
  obtain ⟨hl, hr⟩ := abs_lt.mp hb
  have hD : (1 - b ^ 2) ^ 2 ≠ 0 := by
    have : 0 < 1 - b ^ 2 := by nlinarith
    positivity
  -- the antiderivative is that of the dipole pattern, in the aberrated cosine
  have hderiv : ∀ c ∈ uIcc (-1 : ℝ) 1, HasDerivAt
      (fun x => (aberratedCosine b x
        - aberratedCosine b x * aberratedCosine b x * aberratedCosine b x / 3)
          / (1 - b ^ 2) ^ 2) (angularLaw b c) c := by
    intro c hc
    have h0 := (hpos c hc).ne'
    have hu := hasDerivAt_aberratedCosine h0
    refine ((hu.fun_sub (((hu.fun_mul hu).fun_mul hu).div_const 3)).div_const
      ((1 - b ^ 2) ^ 2)).congr_deriv ?_
    rw [div_eq_iff hD]
    linear_combination dipole_mul_jacobian h0
  have hcont : ContinuousOn (fun c : ℝ => (1 - c ^ 2) / (1 - b * c) ^ 4)
      (uIcc (-1 : ℝ) 1) :=
    ContinuousOn.div (by fun_prop) (by fun_prop)
      (fun c hc => pow_ne_zero 4 (hpos c hc).ne')
  have hint : IntervalIntegrable (angularLaw b) MeasureTheory.volume (-1) 1 :=
    hcont.intervalIntegrable
  refine (intervalIntegral.integral_eq_sub_of_hasDerivAt hderiv hint).trans ?_
  -- aberration leaves the forward and backward directions fixed
  have e1 : aberratedCosine b 1 = 1 := by
    unfold aberratedCosine
    rw [div_eq_iff (by linarith)]
    ring
  have e2 : aberratedCosine b (-1) = -1 := by
    unfold aberratedCosine
    rw [div_eq_iff (by linarith)]
    ring
  simp only [e1, e2]
  generalize (1 - b ^ 2) ^ 2 = D
  ring

/-- The tilt cosine `m` solves the stationarity equation `b (2 - m²) = m`. -/
theorem tiltCosine_stationary {b : ℝ} (hb : 0 < b) :
    b * (2 - tiltCosine b ^ 2) = tiltCosine b := by
  have ht : 2 * b * tiltCosine b = √(1 + 8 * b ^ 2) - 1 := by
    unfold tiltCosine
    field_simp
  have h : (2 * b * tiltCosine b + 1) ^ 2 = 1 + 8 * b ^ 2 := by
    rw [ht, sub_add_cancel]
    exact Real.sq_sqrt (by positivity)
  have h4 : 4 * b ≠ 0 := by positivity
  apply mul_left_cancel₀ h4
  linear_combination -h

/-- For `0 < b < 1` the tilt cosine lies strictly between `0` and `1`. -/
theorem tiltCosine_mem {b : ℝ} (hb : 0 < b) (hb1 : b < 1) :
    tiltCosine b ∈ Ioo (0 : ℝ) 1 := by
  constructor
  · have hs : 1 < √(1 + 8 * b ^ 2) :=
      Real.lt_sqrt_of_sq_lt (by nlinarith [pow_pos hb 2])
    exact div_pos (by linarith) (by positivity)
  · by_contra hcon
    have h1 : 1 ≤ tiltCosine b := not_lt.mp hcon
    have h2 : 0 ≤ b * (tiltCosine b ^ 2 - 1) := mul_nonneg hb.le (by nlinarith)
    nlinarith [tiltCosine_stationary hb]

/-- A solution `m` of the stationarity equation with `m² < 1` gives a strictly larger
intensity than any other cosine `c` with `b c < 1`. -/
theorem angularLaw_lt_of_stationary {b m c : ℝ} (hm : b * (2 - m ^ 2) = m)
    (hm1 : m ^ 2 < 1) (hc : 0 < 1 - b * c) (hne : c ≠ m) :
    angularLaw b c < angularLaw b m := by
  obtain ⟨s, hs⟩ : ∃ s, s = 1 - m ^ 2 := ⟨_, rfl⟩
  have hs0 : 0 < s := by linarith
  have hk : 0 < 2 - m ^ 2 := by linarith
  have h1 : (2 - m ^ 2) * (1 - b * m) = 2 * s := by
    linear_combination (-m) * hm - 2 * hs
  have h2 : (2 - m ^ 2) * (1 - b * c) = 2 * s + m * (m - c) := by
    linear_combination (-c) * hm - 2 * hs
  have hbm : 0 < 1 - b * m :=
    (mul_pos_iff_of_pos_left hk).1 (by rw [h1]; positivity)
  have hd : 0 < (m - c) ^ 2 :=
    lt_of_le_of_ne (sq_nonneg _) (pow_ne_zero 2 (sub_ne_zero.mpr hne.symm)).symm
  -- the difference of the two sides is a square times a positive sum
  have hpos : 0 < s * ((m - c) ^ 2 *
      (16 * s ^ 3 + m ^ 2 * ((m * (m - c) + 4 * s) ^ 2 + 8 * s ^ 2))) :=
    mul_pos hs0 (mul_pos hd (by positivity))
  have hcc : 1 - c ^ 2 = s + 2 * m * (m - c) - (m - c) ^ 2 := by
    rw [hs]
    ring
  have key : (1 - c ^ 2) * (2 * s) ^ 4 < s * (2 * s + m * (m - c)) ^ 4 := by
    rw [hcc]
    nlinarith [hpos]
  unfold angularLaw
  rw [div_lt_div_iff₀ (pow_pos hc 4) (pow_pos hbm 4)]
  refine lt_of_mul_lt_mul_left ?_ (pow_nonneg hk.le 4)
  calc (2 - m ^ 2) ^ 4 * ((1 - c ^ 2) * (1 - b * m) ^ 4)
      = (1 - c ^ 2) * ((2 - m ^ 2) * (1 - b * m)) ^ 4 := by ring
    _ = (1 - c ^ 2) * (2 * s) ^ 4 := by rw [h1]
    _ < s * (2 * s + m * (m - c)) ^ 4 := key
    _ = (2 - m ^ 2) ^ 4 * ((1 - m ^ 2) * (1 - b * c) ^ 4) := by
      rw [← h2, hs]
      ring

/-- For `0 < b < 1` the angular law integrates to `4 / (3 (1 - b²)²)`, and its unique
maximum on `[-1, 1]` is at the tilt cosine, which lies strictly between `0` and `1`. -/
theorem photoelectron_forward_tilt {b : ℝ} (hb : 0 < b) (hb1 : b < 1) :
    (∫ c in (-1 : ℝ)..1, angularLaw b c = 4 / (3 * (1 - b ^ 2) ^ 2)) ∧
    tiltCosine b ∈ Ioo (0 : ℝ) 1 ∧
    ∀ c ∈ Icc (-1 : ℝ) 1, c ≠ tiltCosine b →
      angularLaw b c < angularLaw b (tiltCosine b) := by
  have habs : |b| < 1 := abs_lt.mpr ⟨by linarith, hb1⟩
  have ht := tiltCosine_mem hb hb1
  refine ⟨integral_angularLaw habs, ht, fun c hc hne => ?_⟩
  exact angularLaw_lt_of_stationary (tiltCosine_stationary hb)
    (by nlinarith [ht.1, ht.2]) (denominator_pos habs hc) hne

/-- The tilt cosine increases strictly with the electron speed. -/
theorem tiltCosine_strictMonoOn : StrictMonoOn tiltCosine (Ioo (0 : ℝ) 1) := by
  intro a ha b hb hab
  by_contra hcon
  have hle : tiltCosine b ≤ tiltCosine a := not_lt.mp hcon
  have ta := tiltCosine_mem ha.1 ha.2
  have tb := tiltCosine_mem hb.1 hb.2
  have hsq : tiltCosine b ^ 2 ≤ tiltCosine a ^ 2 := pow_le_pow_left₀ tb.1.le hle 2
  have hk : 0 < 2 - tiltCosine a ^ 2 := by nlinarith [ta.1, ta.2]
  -- compare the two stationarity equations
  have h1 : a * (2 - tiltCosine a ^ 2) < b * (2 - tiltCosine a ^ 2) :=
    mul_lt_mul_of_pos_right hab hk
  have h2 : b * (2 - tiltCosine a ^ 2) ≤ b * (2 - tiltCosine b ^ 2) :=
    mul_le_mul_of_nonneg_left (by linarith) hb.1.le
  linarith [tiltCosine_stationary ha.1, tiltCosine_stationary hb.1]

/-- For `0 < b < 1` and `0 < c < 1` the intensity at cosine `c` exceeds that at the mirrored cosine
`-c`. -/
theorem backward_lt_forward {b c : ℝ} (hb : 0 < b) (hb1 : b < 1)
    (hc : 0 < c) (hc1 : c < 1) : angularLaw b (-c) < angularLaw b c := by
  have hbc : 0 < b * c := mul_pos hb hc
  have h1 : 0 < 1 - b * c := by nlinarith
  unfold angularLaw
  rw [neg_sq]
  exact div_lt_div_of_pos_left (by nlinarith) (pow_pos h1 4)
    (pow_lt_pow_left₀ (by linarith) h1.le (by norm_num))

end

end PhotoelectronForwardTilt
```

```lean
#print axioms PhotoelectronForwardTilt.integral_angularLaw
#print axioms PhotoelectronForwardTilt.photoelectron_forward_tilt
#print axioms PhotoelectronForwardTilt.tiltCosine_strictMonoOn
#print axioms PhotoelectronForwardTilt.backward_lt_forward
```

```
'PhotoelectronForwardTilt.integral_angularLaw' depends on axioms: [propext, Classical.choice, Quot.sound]
'PhotoelectronForwardTilt.photoelectron_forward_tilt' depends on axioms: [propext, Classical.choice, Quot.sound]
'PhotoelectronForwardTilt.tiltCosine_strictMonoOn' depends on axioms: [propext, Classical.choice, Quot.sound]
'PhotoelectronForwardTilt.backward_lt_forward' depends on axioms: [propext, Classical.choice, Quot.sound]
```

## How the proof follows the calculation

**Integral.** `denominator_pos` shows that \(1-bc>0\) throughout the range. `hasDerivAt_aberratedCosine` and `dipole_mul_jacobian` are the two halves of the change of variable. `integral_angularLaw` differentiates the antiderivative, with \(u^3\) written as a product of three factors, and uses continuity for integrability. The fundamental theorem of calculus then leaves the endpoint values `e1` and `e2`.

**Tilt cosine.** `tiltCosine_stationary` squares \(2bm+1=\sqrt{1+8b^2}\) and cancels \(4b\). `tiltCosine_mem` bounds the square root from below for \(m>0\) and argues by contradiction for \(m<1\), as above.

**Maximum.** In `angularLaw_lt_of_stationary`, `h1` and `h2` are the two relations that eliminate \(b\), `hpos` is the positivity of the final expression, and `key` is the polynomial inequality. The `calc` block restores the factor \((2-m^2)^4\). No derivative of \(g\) enters: the stationarity equation is used only as an algebraic identity. The main theorem combines these results.

**Speed and direction.** `tiltCosine_strictMonoOn` proves that the tilt cosine grows strictly with speed on \(0<b<1\). If speeds \(a<b\) had tilt cosines \(m_a\ge m_b\), then

\[
m_a=a(2-m_a^2)<b(2-m_a^2)\le b(2-m_b^2)=m_b,
\]

a contradiction. `backward_lt_forward` shows \(g(-c)<g(c)\) for \(0<c<1\): the numerators agree, and \(1+bc>1-bc>0\).
